# The charge induced on a disc of a grounded plane by a point charge

We use Gaussian units. The plane z = 0 is a grounded, perfectly conducting surface of infinite extent, and a point charge q sits in vacuum at height d > 0 above it, with no other charge above the plane and no applied field. The distance from the axis through the charge is ρ. Placing an image charge −q at z = −d gives, for z ≥ 0, the potential

φ(ρ, z) = q/√(ρ² + (z − d)²) − q/√(ρ² + (z + d)²).

The surface charge density is

σ(ρ) = −qd / (2π(ρ² + d²)^(3/2)),

and Q(R) denotes the integral of σ over the disc x² + y² ≤ R², with R ≥ 0. The claim is

Q(R) = −q(1 − d/√(R² + d²)).

It follows that Q(R) → −q as R → ∞ and, for q ≠ 0, that Q(R) = −q/2 exactly when R = √3 d.

## From the image potential to the disc charge

At z = 0 the two terms of φ are equal and cancel, so the plane is at zero potential. For the normal derivative we need

d/dt (a + (t + c)²)^(−1/2) = −(t + c)/(a + (t + c)²)^(3/2).

With a = ρ², t = 0 and c = ∓d, the charge and its image each contribute qd/(ρ² + d²)^(3/2). Hence

∂φ/∂z at z = 0 is 2qd/(ρ² + d²)^(3/2) = −4πσ(ρ),

which is Gauss's law at the surface of a conductor.

A ring of radius r and width dr carries the charge 2πrσ(r) dr, and the same derivative with a = d², c = 0 gives

2πrσ(r) = −qd · r/(r² + d²)^(3/2) = d/dr [qd/√(r² + d²)].

Integrating from 0 to R,

Q(R) = qd/√(R² + d²) − qd/d = −q(1 − d/√(R² + d²)).

As R → ∞ the fraction d/√(R² + d²) tends to 0, which leaves −q. If q ≠ 0, then Q(R) = −q/2 means d/√(R² + d²) = 1/2, so the rim lies at distance 2d from the charge. This is R² = 3d², or R = √3 d since R ≥ 0.

At the smallest radius, R = 0, the disc is a point and the formula gives 0. The condition d > 0 matters: for q = 1, d = 0, R = 1 the density vanishes away from the origin, so the integral is 0, while the formula would give −1.

For a static point charge in vacuum above a single grounded, perfectly conducting flat electrode whose edges lie at a distance from the charge much larger than both d and R, with no applied field and no other charges or conductors nearby, the formula gives an approximate reference value for the induced charge that a classical electrostatic simulation should find within distance R of the foot of the charge.

## Potential, density and disc in Lean

```lean
import Mathlib

open Real MeasureTheory Filter Topology

namespace ImageCharge

noncomputable section
```

All quantities are real numbers. `potential` is the two-term expression for φ, which describes the physical field only on and above the plane.

```lean
/-- Potential (Gaussian units) at distance `ρ` from the axis and height `z`, due to a charge `q`
at height `d` and its image `-q` at height `-d`; the domain is all points off the two charges. -/
def potential (q d ρ z : ℝ) : ℝ :=
  q / √(ρ ^ 2 + (z - d) ^ 2) - q / √(ρ ^ 2 + (z + d) ^ 2)
```

The density is defined by its formula, with the power 3/2 written as the cube of a square root. Its link to the potential is proved below.

```lean
/-- Surface charge density at distance `ρ` from the foot of the charge, for `d > 0`. -/
def surfaceCharge (q d ρ : ℝ) : ℝ :=
  -(q * d) / (2 * π * √(ρ ^ 2 + d ^ 2) ^ 3)
```

The disc is a set of points in ℝ × ℝ, and `discCharge` is a two-dimensional integral over it with respect to area.

```lean
/-- The disc of radius `R ≥ 0` in the plane, centred at the foot of the charge. -/
def disc (R : ℝ) : Set (ℝ × ℝ) := {p | p.1 ^ 2 + p.2 ^ 2 ≤ R ^ 2}

/-- Charge on the disc of radius `R`: the surface integral of the density. -/
def discCharge (q d R : ℝ) : ℝ :=
  ∫ p in disc R, surfaceCharge q d √(p.1 ^ 2 + p.2 ^ 2)
```

## The boundary condition and Gauss's law

The first lemma is the derivative of an inverse distance, under the hypothesis that the distance is not zero. It serves both the normal derivative and the ring charge.

```lean
/-- The derivative of an inverse distance along a straight line, away from zero distance. -/
theorem hasDerivAt_inv_distance (a c t : ℝ) (h : 0 < a + (t + c) ^ 2) :
    HasDerivAt (fun s => (√(a + (s + c) ^ 2))⁻¹)
      (-(t + c) / √(a + (t + c) ^ 2) ^ 3) t := by
  have h1 : HasDerivAt (fun s => a + (s + c) ^ 2) (2 * (t + c)) t :=
    ((((hasDerivAt_id' t).add_const c).fun_pow 2).const_add a).congr_deriv (by norm_num)
  have hs : 0 < √(a + (t + c) ^ 2) := Real.sqrt_pos.2 h
  refine ((h1.sqrt h.ne').inv hs.ne').congr_deriv ?_
  generalize √(a + (t + c) ^ 2) = s at hs ⊢
  field_simp

/-- The potential of the charge and its image vanishes on the plane `z = 0`. -/
theorem potential_on_plane (q d ρ : ℝ) : potential q d ρ 0 = 0 := by
  simp [potential]
```

In `normal_derivative` the lemma is applied with `-d` and with `d`. The common square root is then named `s`, and what remains is algebra. The theorem identifies the derivative with −4πσ; that this derivative determines the charge on a conductor is the physical input. Uniqueness of the potential is not addressed.

```lean
/-- Gauss's law at the conductor: for `d > 0` the normal derivative of the potential on the
plane is `-4π` times the surface charge density. -/
theorem normal_derivative (q ρ : ℝ) {d : ℝ} (hd : 0 < d) :
    HasDerivAt (fun z => potential q d ρ z) (-4 * π * surfaceCharge q d ρ) 0 := by
  have hf : (fun z => potential q d ρ z) = fun z =>
      q * (√(ρ ^ 2 + (z + -d) ^ 2))⁻¹ - q * (√(ρ ^ 2 + (z + d) ^ 2))⁻¹ := by
    funext z
    simp only [potential, div_eq_mul_inv, sub_eq_add_neg]
  rw [hf]
  have h1 := hasDerivAt_inv_distance (ρ ^ 2) (-d) 0 (by rw [zero_add, neg_sq]; positivity)
  have h2 := hasDerivAt_inv_distance (ρ ^ 2) d 0 (by rw [zero_add]; positivity)
  refine ((h1.const_mul q).fun_sub (h2.const_mul q)).congr_deriv ?_
  -- the charge and its image contribute equally
  simp only [surfaceCharge, zero_add, neg_sq, neg_neg]
  have hs : 0 < √(ρ ^ 2 + d ^ 2) := by positivity
  generalize √(ρ ^ 2 + d ^ 2) = s at hs ⊢
  field_simp
  ring
```

## Summing the rings

`ring_charge` states the antiderivative, and `radial_integral` applies the fundamental theorem of calculus, using the continuity of σ.

```lean
/-- For `d > 0`, the charge per unit radius on a thin ring is the derivative of
`q d / √(r² + d²)`. -/
theorem ring_charge (q r : ℝ) {d : ℝ} (hd : 0 < d) :
    HasDerivAt (fun r => q * d / √(r ^ 2 + d ^ 2))
      (2 * π * (r * surfaceCharge q d r)) r := by
  have hf : (fun r => q * d / √(r ^ 2 + d ^ 2)) =
      fun r => q * d * (√(d ^ 2 + (r + 0) ^ 2))⁻¹ := by
    funext s
    rw [add_zero, add_comm (d ^ 2), div_eq_mul_inv]
  rw [hf]
  refine ((hasDerivAt_inv_distance (d ^ 2) 0 r (by positivity)).const_mul (q * d)).congr_deriv ?_
  rw [add_zero, add_comm (d ^ 2), surfaceCharge]
  have hs : 0 < √(r ^ 2 + d ^ 2) := by positivity
  generalize √(r ^ 2 + d ^ 2) = s at hs ⊢
  field_simp

/-- Adding up the rings from radius `0` to `R` gives `-q (1 - d / √(R² + d²))`, for `d > 0`. -/
theorem radial_integral (q R : ℝ) {d : ℝ} (hd : 0 < d) :
    ∫ r in (0 : ℝ)..R, 2 * π * (r * surfaceCharge q d r) =
      -q * (1 - d / √(R ^ 2 + d ^ 2)) := by
  have hc : Continuous (surfaceCharge q d) := by
    unfold surfaceCharge
    exact Continuous.div (by fun_prop) (by fun_prop) (fun r => by positivity)
  have hi : Continuous (fun r => 2 * π * (r * surfaceCharge q d r)) :=
    continuous_const.mul (continuous_id.mul hc)
  rw [intervalIntegral.integral_eq_sub_of_hasDerivAt (fun r _ => ring_charge q r hd)
    (hi.intervalIntegrable 0 R)]
  have h0 : √((0 : ℝ) ^ 2 + d ^ 2) = d := by
    rw [zero_pow two_ne_zero, zero_add, Real.sqrt_sq hd.le]
  rw [h0, mul_div_cancel_right₀ q hd.ne']
  ring
```

To pass from the plane to the radius, `discCharge_eq` extends the integrand by zero outside the disc and changes to polar coordinates. The statement `key` says that the new integrand depends on r alone and is cut off at r ≤ R, which uses R ≥ 0. The angular integral gives 2π, and the radial one is already known.

```lean
/-- The charge induced on a disc of radius `R ≥ 0` by a charge `q` at height `d > 0` is
`-q (1 - d / √(R² + d²))`. -/
theorem discCharge_eq (q : ℝ) {d R : ℝ} (hd : 0 < d) (hR : 0 ≤ R) :
    discCharge q d R = -q * (1 - d / √(R ^ 2 + d ^ 2)) := by
  have hm : MeasurableSet (disc R) :=
    (isClosed_le (by fun_prop) (by fun_prop)).measurableSet
  -- in polar coordinates the integrand depends on the radius only
  have key : Set.EqOn
      (fun p : ℝ × ℝ => p.1 • (disc R).indicator
        (fun p => surfaceCharge q d √(p.1 ^ 2 + p.2 ^ 2)) (polarCoord.symm p))
      (fun p => (Set.Iic R).indicator (fun r => r * surfaceCharge q d r) p.1 *
        (fun _ : ℝ => (1 : ℝ)) p.2)
      (Set.Ioi (0 : ℝ) ×ˢ Set.Ioo (-π) π) := by
    rintro ⟨r, θ⟩ ⟨hr, -⟩
    have hr' : 0 < r := hr
    have hsq : (r * cos θ) ^ 2 + (r * sin θ) ^ 2 = r ^ 2 := by
      linear_combination r ^ 2 * Real.sin_sq_add_cos_sq θ
    simp only [polarCoord_symm_apply, Set.indicator, disc, Set.mem_ofPred_eq, Set.mem_Iic,
      hsq, Real.sqrt_sq hr'.le, smul_eq_mul, sq_le_sq₀ hr'.le hR, mul_one]
    by_cases h : r ≤ R <;> simp [h]
  have hθ : ∫ _ in Set.Ioo (-π) π, (1 : ℝ) = 2 * π := by
    rw [← integral_Ioc_eq_integral_Ioo,
      ← intervalIntegral.integral_of_le (by linarith [Real.pi_pos]),
      intervalIntegral.integral_const, smul_eq_mul]
    ring
  have hrad := radial_integral q R hd
  rw [intervalIntegral.integral_const_mul] at hrad
  rw [discCharge, ← integral_indicator hm, ← integral_comp_polarCoord_symm,
    polarCoord_target, setIntegral_congr_fun (measurableSet_Ioi.prod measurableSet_Ioo) key,
    Measure.volume_eq_prod]
  -- the radial and angular integrals separate
  refine (setIntegral_prod_mul ((Set.Iic R).indicator (fun r => r * surfaceCharge q d r))
    (fun _ : ℝ => (1 : ℝ)) (Set.Ioi 0) (Set.Ioo (-π) π)).trans ?_
  rw [hθ, setIntegral_indicator measurableSet_Iic, Set.Ioi_inter_Iic,
    ← intervalIntegral.integral_of_le hR, mul_comm _ (2 * π), hrad]
```

## The whole plane and the half-charge radius

The limit follows from the closed formula, which holds for all R ≥ 0 and therefore for all sufficiently large R.

```lean
/-- For `d > 0`, the charge on the disc tends to `-q` as its radius grows without bound. -/
theorem discCharge_tendsto (q : ℝ) {d : ℝ} (hd : 0 < d) :
    Tendsto (discCharge q d) atTop (𝓝 (-q)) := by
  have hs : Tendsto (fun R : ℝ => √(R ^ 2 + d ^ 2)) atTop atTop :=
    tendsto_atTop_mono (fun R => (le_abs_self R).trans
      (Real.abs_le_sqrt (by linarith [sq_nonneg d]))) tendsto_id
  have h := ((hs.const_div_atTop d).const_sub 1).const_mul (-q)
  rw [sub_zero, mul_one] at h
  refine h.congr' ?_
  filter_upwards [eventually_ge_atTop (0 : ℝ)] with R hR
  exact (discCharge_eq q hd hR).symm
```

The last theorem is an equivalence. In the forward direction q is cancelled, the square root is found to be `2 * d`, and squaring gives R² = 3d². The converse substitutes R = √3 d.

```lean
/-- For `q ≠ 0` and `d > 0`, a disc of radius `R ≥ 0` carries the charge `-q/2` exactly when
`R = √3 d`. -/
theorem half_charge_iff {q d R : ℝ} (hq : q ≠ 0) (hd : 0 < d) (hR : 0 ≤ R) :
    discCharge q d R = -q / 2 ↔ R = √3 * d := by
  rw [discCharge_eq q hd hR]
  have h3 : √(3 : ℝ) ^ 2 = 3 := Real.sq_sqrt (by norm_num)
  have hs : 0 < √(R ^ 2 + d ^ 2) := by positivity
  have hs2 : √(R ^ 2 + d ^ 2) ^ 2 = R ^ 2 + d ^ 2 := Real.sq_sqrt (by positivity)
  constructor
  · intro h
    -- half the charge means that the rim is at distance `2 d` from the charge
    have h1 : d / √(R ^ 2 + d ^ 2) = 1 / 2 :=
      mul_left_cancel₀ hq (by linear_combination h)
    rw [div_eq_iff hs.ne'] at h1
    have h2 : √(R ^ 2 + d ^ 2) = 2 * d := by linarith
    rw [h2] at hs2
    refine (sq_eq_sq₀ hR (by positivity)).1 ?_
    rw [mul_pow, h3]
    linarith
  · intro h
    have h1 : R ^ 2 + d ^ 2 = (2 * d) ^ 2 := by
      rw [h, mul_pow, h3]
      ring
    have h2 : d / (2 * d) = 1 / 2 := by field_simp
    rw [h1, Real.sqrt_sq (by positivity), h2]
    ring

end

end ImageCharge
```

```lean
#print axioms ImageCharge.normal_derivative
#print axioms ImageCharge.discCharge_eq
#print axioms ImageCharge.discCharge_tendsto
#print axioms ImageCharge.half_charge_iff
```

```
'ImageCharge.normal_derivative' depends on axioms: [propext, Classical.choice, Quot.sound]
'ImageCharge.discCharge_eq' depends on axioms: [propext, Classical.choice, Quot.sound]
'ImageCharge.discCharge_tendsto' depends on axioms: [propext, Classical.choice, Quot.sound]
'ImageCharge.half_charge_iff' depends on axioms: [propext, Classical.choice, Quot.sound]
```
